# A Mössbauer line pair without natural width under a flipping hyperfine field: the intensity is greatest at zero detuning exactly when $w^2\le 2W^2$

## Frequencies, rates and the generator

Let $w>0$ be an angular frequency and $W>0$ a rate. A hyperfine field at the nucleus points in one of two opposite directions. In orientation 0 the nuclear transition is shifted by $+w$, in orientation 1 by $-w$, both measured from the line position without the field. The field leaves either orientation with probability $W$ per unit time, so both are equally populated in equilibrium. The natural width of the nuclear line is neglected throughout.

The detuning $x$ is a real angular frequency measured from the same zero; in an experiment it is set by the Doppler velocity. The generator and the line shape are

$$
M=\begin{pmatrix} iw-W & W\\ W & -iw-W\end{pmatrix},\qquad
L(x)=\operatorname{Re}\,\frac12\sum_{j,k}\big[(ix-M)^{-1}\big]_{jk},
$$

where $i$ is the imaginary unit, $ix$ stands for $ix$ times the identity matrix, and the indices $j,k$ run over 0 and 1. There is no prefactor $1/\pi$, and $L$ has the dimension of a time.

## Where the resolvent comes from

Let $c_0(t)$ and $c_1(t)$ be the parts of the averaged nuclear coherence that belong to the two orientations. They obey $\dot c=Mc$: the diagonal terms $\pm iw$ turn the phase, and the terms in $W$ move coherence from one orientation to the other. With equal populations $c(0)=(\tfrac12,\tfrac12)$. The spectrum is the real part of $\int_0^\infty e^{-ixt}\,(c_0+c_1)\,dt$, and carrying out the integral gives $L(x)$. This time-domain picture motivates the definition; the Lean file begins with the resolvent.

For slow flipping one expects two lines near $\pm w$, and for fast flipping a single line at the averaged frequency, zero. The condition $w^2\le 2W^2$ locates the change between these shapes for a single line pair with equal populations and no natural linewidth.

## What the theorems say

In Lean, `flipGenerator w W` is $M$, `spectralMatrix w W x` is $ix-M$, and `lineShape w W x` is $L(x)$. The parameters are real numbers, the matrices are complex and indexed by `Fin 2`, and the inverse is Mathlib's matrix inverse. The assumptions $w>0$ and $W>0$ appear as `hw` and `hW`.

- `lineShape_formula`: for every $x$ the determinant of $ix-M$ is nonzero, and
$$L(x)=\frac{2Ww^2}{(w^2-x^2)^2+4W^2x^2}.$$
 The first part matters because Mathlib assigns the value zero to the inverse of a singular matrix.
- `central_maximum_iff`: $L(x)\le L(0)$ holds for all $x$ if and only if $w^2\le 2W^2$.
- `central_maximum_strict`: if $w^2\le 2W^2$ and $x\ne0$, then $L(x)<L(0)$. This includes the threshold $w^2=2W^2$.
- `split_peaks`: if $w^2>2W^2$, then $L(x)\le w^2/\big(2W(w^2-W^2)\big)$ for every $x$, with equality exactly when $x^2=w^2-2W^2$.
- `motional_narrowing`: for fixed $w>0$ and fixed real $y$,
$$\frac{w^2}{2W}\,L\!\left(\frac{w^2}{2W}\,y\right)\longrightarrow\frac1{1+y^2}\qquad(W\to\infty).$$
 The convergence is pointwise in $y$.

The model treats the field as a classical random process along a fixed axis. A full magnetic spectrum contains several line pairs, and its lines have a natural width; neither feature is included. Unequal populations and absorber thickness are left out as well.

## From the matrix to the line shape

The matrix to be inverted is

$$
ix-M=\begin{pmatrix} W+i(x-w) & -W\\ -W & W+i(x+w)\end{pmatrix}.
$$

Its determinant is

$$
\big(W+i(x-w)\big)\big(W+i(x+w)\big)-W^2 = w^2-x^2+2iWx .
$$

The squared modulus of this number is

$$
D(x)=(w^2-x^2)^2+4W^2x^2 .
$$

At $x=0$ it equals $w^4>0$. For $x\neq0$ the second term is positive and the first is not negative. Hence $D(x)>0$ always, and the inverse exists at every detuning.

The inverse of a $2\times2$ matrix swaps the diagonal entries, changes the sign of the others and divides by the determinant. Its four entries therefore add up to

$$
\frac{W+i(x+w)+W+i(x-w)+2W}{w^2-x^2+2iWx}=\frac{4W+2ix}{w^2-x^2+2iWx}.
$$

Half of this is $(2W+ix)/(w^2-x^2+2iWx)$. Multiplying numerator and denominator by the complex conjugate of the denominator gives the real part

$$
L(x)=\frac{2W(w^2-x^2)+x\cdot 2Wx}{D(x)}=\frac{2Ww^2}{D(x)} .
$$

## When the centre is highest

The numerator is positive and does not depend on $x$, so a larger intensity means a smaller $D$. Expanding,

$$
D(x)-D(0)=x^4+2x^2\,(2W^2-w^2).
$$

If $w^2\le 2W^2$, both terms are nonnegative, and $L(x)\le L(0)$ for all $x$. For $x\ne0$ the term $x^4$ is positive, which makes the inequality strict.

If $w^2>2W^2$, put $s=w^2-2W^2>0$ and take $x=\sqrt s$. Then

$$
D(\sqrt s)-D(0)=s^2-2s^2=-s^2<0,
$$

so the intensity at $\sqrt s$ exceeds the intensity at the centre. This proves both directions of the equivalence.

## Position and height of the split peaks

Stay with $w^2>2W^2$ and the same $s$. Completing the square in $x^2$ gives

$$
D(x)=(x^2-s)^2+4W^2(w^2-W^2).
$$

The last term is positive because $w^2>2W^2>W^2$. It is the least value of $D$, reached exactly when $x^2=s$. The greatest intensity is therefore

$$
\frac{2Ww^2}{4W^2(w^2-W^2)}=\frac{w^2}{2W(w^2-W^2)},
$$

and it occurs at the two detunings $x=\pm\sqrt{w^2-2W^2}$. These lie closer to the centre than $\pm w$, so in this model half the distance between the peaks is smaller than the static frequency $w$.

## The narrow line at fast flipping

Set $x=\dfrac{w^2}{2W}\,y$ and $t=\dfrac{wy}{2W}$; here $t$ is a dimensionless number, not the time. Then $x^2=w^2t^2$ and $4W^2x^2=w^4y^2$, so

$$
D(x)=w^4\big[(1-t^2)^2+y^2\big].
$$

The scaled intensity becomes

$$
\frac{w^2}{2W}\cdot\frac{2Ww^2}{w^4\big[(1-t^2)^2+y^2\big]}=\frac{1}{(1-t^2)^2+y^2}.
$$

As $W\to\infty$ with $w$ and $y$ fixed, $t\to0$ and the right side tends to $1/(1+y^2)$. In the original detuning this limiting shape has half width $w^2/(2W)$ at half maximum, which shrinks as the flipping becomes faster.

## The Lean file

```lean
import Mathlib

open Filter Topology

namespace MoessbauerFlippingField

noncomputable section

/-- Generator of the nuclear coherence when the hyperfine field flips at rate `W` between
two orientations with transition frequencies `w` and `-w`. -/
def flipGenerator (w W : ℝ) : Matrix (Fin 2) (Fin 2) ℂ :=
  !![Complex.I * w - W, W; W, -(Complex.I * w) - W]

/-- The matrix `ix - M` at detuning `x`, where `M` is the generator of the flipping field. -/
def spectralMatrix (w W x : ℝ) : Matrix (Fin 2) (Fin 2) ℂ :=
  (Complex.I * x) • (1 : Matrix (Fin 2) (Fin 2) ℂ) - flipGenerator w W

/-- The line shape at detuning `x`: the real part of half the entry sum of `(ix - M)⁻¹`,
for detunings at which `ix - M` is invertible. -/
def lineShape (w W x : ℝ) : ℝ :=
  ((1 / 2 : ℂ) * ∑ i, ∑ j, (spectralMatrix w W x)⁻¹ i j).re

/-- The determinant of `ix - M` is `w² - x² + 2iWx`. -/
theorem det_spectralMatrix (w W x : ℝ) :
    (spectralMatrix w W x).det
      = ((w ^ 2 - x ^ 2 : ℝ) : ℂ) + ((2 * W * x : ℝ) : ℂ) * Complex.I := by
  rw [Matrix.det_fin_two]
  simp [spectralMatrix, flipGenerator]
  linear_combination ((x : ℂ) ^ 2 - (w : ℂ) ^ 2) * Complex.I_sq

/-- The denominator of the line shape is positive at every detuning. -/
theorem denominator_pos {w W : ℝ} (hw : 0 < w) (hW : 0 < W) (x : ℝ) :
    0 < (w ^ 2 - x ^ 2) ^ 2 + 4 * W ^ 2 * x ^ 2 := by
  rcases eq_or_ne x 0 with rfl | hx
  · have h : 0 < w ^ 4 := by positivity
    nlinarith
  · have h : 0 < W ^ 2 * x ^ 2 := by positivity
    nlinarith [sq_nonneg (w ^ 2 - x ^ 2)]

/-- At every detuning `ix - M` is invertible, and the line shape is
`2Ww² / ((w² - x²)² + 4W²x²)`. -/
theorem lineShape_formula {w W : ℝ} (hw : 0 < w) (hW : 0 < W) (x : ℝ) :
    (spectralMatrix w W x).det ≠ 0 ∧
      lineShape w W x = 2 * W * w ^ 2 / ((w ^ 2 - x ^ 2) ^ 2 + 4 * W ^ 2 * x ^ 2) := by
  constructor
  · intro h
    rw [det_spectralMatrix] at h
    have hr := congrArg Complex.re h
    have hi := congrArg Complex.im h
    simp only [Complex.add_re, Complex.add_im, Complex.mul_re, Complex.mul_im,
      Complex.ofReal_re, Complex.ofReal_im, Complex.I_re, Complex.I_im,
      Complex.zero_re, Complex.zero_im] at hr hi
    have h1 : w ^ 2 - x ^ 2 = 0 := by linarith
    have h2 : 2 * W * x = 0 := by linarith
    have h3 : (w ^ 2 - x ^ 2) ^ 2 + 4 * W ^ 2 * x ^ 2 = 0 := by
      linear_combination (w ^ 2 - x ^ 2) * h1 + 2 * W * x * h2
    exact (denominator_pos hw hW x).ne' h3
  · -- the adjugate gives the entry sum of the inverse
    have hsum : (1 / 2 : ℂ) * ∑ i, ∑ j, (spectralMatrix w W x)⁻¹ i j
        = (((2 * W : ℝ) : ℂ) + (x : ℂ) * Complex.I) / (spectralMatrix w W x).det := by
      rw [Matrix.inv_def, Ring.inverse_eq_inv', Matrix.adjugate_fin_two]
      generalize (spectralMatrix w W x).det = d
      simp [Fin.sum_univ_two, spectralMatrix, flipGenerator]
      ring
    rw [lineShape, hsum, det_spectralMatrix, Complex.div_re, Complex.normSq_apply]
    simp only [Complex.add_re, Complex.add_im, Complex.mul_re, Complex.mul_im,
      Complex.ofReal_re, Complex.ofReal_im, Complex.I_re, Complex.I_im]
    rw [← add_div]
    congr 1 <;> ring

/-- The line shape has its global maximum at zero detuning exactly when `w² ≤ 2W²`. -/
theorem central_maximum_iff {w W : ℝ} (hw : 0 < w) (hW : 0 < W) :
    (∀ x, lineShape w W x ≤ lineShape w W 0) ↔ w ^ 2 ≤ 2 * W ^ 2 := by
  have ha : 0 < 2 * W * w ^ 2 := by positivity
  -- the numerator is constant, so only denominators are compared
  have key : ∀ x, lineShape w W x ≤ lineShape w W 0 ↔
      (w ^ 2 - 0 ^ 2) ^ 2 + 4 * W ^ 2 * 0 ^ 2
        ≤ (w ^ 2 - x ^ 2) ^ 2 + 4 * W ^ 2 * x ^ 2 := by
    intro x
    rw [(lineShape_formula hw hW x).2, (lineShape_formula hw hW 0).2]
    exact div_le_div_iff_of_pos_left ha (denominator_pos hw hW x) (denominator_pos hw hW 0)
  constructor
  · intro h
    by_contra hc
    have hs : 0 < w ^ 2 - 2 * W ^ 2 := by linarith [not_le.mp hc]
    -- a shifted detuning that beats the centre
    have h1 := (key (Real.sqrt (w ^ 2 - 2 * W ^ 2))).1 (h _)
    rw [Real.sq_sqrt hs.le] at h1
    nlinarith [pow_pos hs 2]
  · intro h x
    rw [key x]
    nlinarith [sq_nonneg (x ^ 2), mul_nonneg (sq_nonneg x) (sub_nonneg.2 h)]

/-- If `w² ≤ 2W²`, the intensity at any nonzero detuning is strictly below that at the
centre. -/
theorem central_maximum_strict {w W x : ℝ} (hw : 0 < w) (hW : 0 < W)
    (h : w ^ 2 ≤ 2 * W ^ 2) (hx : x ≠ 0) :
    lineShape w W x < lineShape w W 0 := by
  have hx2 : 0 < x ^ 2 := by positivity
  rw [(lineShape_formula hw hW x).2, (lineShape_formula hw hW 0).2]
  apply div_lt_div_of_pos_left (by positivity) (denominator_pos hw hW 0)
  nlinarith [mul_pos hx2 hx2, mul_nonneg hx2.le (sub_nonneg.2 h)]

/-- If `w² > 2W²`, the greatest intensity is `w² / (2W(w² - W²))`, and it is reached exactly
at the detunings with `x² = w² - 2W²`. -/
theorem split_peaks {w W : ℝ} (hw : 0 < w) (hW : 0 < W) (h : 2 * W ^ 2 < w ^ 2) (x : ℝ) :
    lineShape w W x ≤ w ^ 2 / (2 * W * (w ^ 2 - W ^ 2)) ∧
      (lineShape w W x = w ^ 2 / (2 * W * (w ^ 2 - W ^ 2)) ↔
        x ^ 2 = w ^ 2 - 2 * W ^ 2) := by
  have ha : 0 < 2 * W * w ^ 2 := by positivity
  have hd : 0 < w ^ 2 - W ^ 2 := by nlinarith [sq_nonneg W]
  have hC : 0 < 4 * W ^ 2 * (w ^ 2 - W ^ 2) := by positivity
  have hpeak : w ^ 2 / (2 * W * (w ^ 2 - W ^ 2))
      = 2 * W * w ^ 2 / (4 * W ^ 2 * (w ^ 2 - W ^ 2)) := by
    rw [div_eq_div_iff (by positivity) hC.ne']
    ring
  -- complete the square in the denominator
  have hsq : (w ^ 2 - x ^ 2) ^ 2 + 4 * W ^ 2 * x ^ 2
      = (x ^ 2 - (w ^ 2 - 2 * W ^ 2)) ^ 2 + 4 * W ^ 2 * (w ^ 2 - W ^ 2) := by ring
  have hD := denominator_pos hw hW x
  rw [(lineShape_formula hw hW x).2, hpeak]
  refine ⟨?_, ?_, ?_⟩
  · rw [div_le_div_iff_of_pos_left ha hD hC, hsq]
    linarith [sq_nonneg (x ^ 2 - (w ^ 2 - 2 * W ^ 2))]
  · intro he
    rw [div_eq_div_iff hD.ne' hC.ne'] at he
    have h1 := mul_left_cancel₀ ha.ne' he
    have h2 : (x ^ 2 - (w ^ 2 - 2 * W ^ 2)) ^ 2 = 0 := by linarith
    exact sub_eq_zero.1 (pow_eq_zero_iff two_ne_zero |>.1 h2)
  · intro he
    rw [hsq, he, sub_self, zero_pow two_ne_zero, zero_add]

/-- Motional narrowing: with detuning in units of `w²/(2W)` and intensity multiplied by
`w²/(2W)`, the line shape tends to the Lorentzian `1/(1 + y²)` as `W` grows. -/
theorem motional_narrowing {w : ℝ} (hw : 0 < w) (y : ℝ) :
    Tendsto (fun W : ℝ => w ^ 2 / (2 * W) * lineShape w W (w ^ 2 / (2 * W) * y))
      atTop (𝓝 (1 / (1 + y ^ 2))) := by
  have hg : Tendsto (fun W : ℝ => w * y / (2 * W)) atTop (𝓝 0) :=
    Tendsto.div_atTop tendsto_const_nhds (tendsto_id.const_mul_atTop two_pos)
  have hc : ContinuousAt (fun t : ℝ => 1 / ((1 - t ^ 2) ^ 2 + y ^ 2)) 0 := by
    have hpos : 0 < (1 - (0 : ℝ) ^ 2) ^ 2 + y ^ 2 := by nlinarith [sq_nonneg y]
    have hnum : ContinuousAt (fun _ : ℝ => (1 : ℝ)) 0 := continuousAt_const
    have hden : ContinuousAt (fun t : ℝ => (1 - t ^ 2) ^ 2 + y ^ 2) 0 := by fun_prop
    exact hnum.div hden hpos.ne'
  have e : 1 / ((1 - (0 : ℝ) ^ 2) ^ 2 + y ^ 2) = 1 / (1 + y ^ 2) := by norm_num
  rw [← e]
  refine (hc.tendsto.comp hg).congr' ?_
  filter_upwards [eventually_gt_atTop (0 : ℝ)] with W hW
  change 1 / ((1 - (w * y / (2 * W)) ^ 2) ^ 2 + y ^ 2) = _
  -- in the scaled detuning the denominator carries a factor `w⁴`
  have hD : (w ^ 2 - (w ^ 2 / (2 * W) * y) ^ 2) ^ 2 + 4 * W ^ 2 * (w ^ 2 / (2 * W) * y) ^ 2
      = w ^ 4 * ((1 - (w * y / (2 * W)) ^ 2) ^ 2 + y ^ 2) := by
    field_simp
    ring
  have hE : (1 - (w * y / (2 * W)) ^ 2) ^ 2 + y ^ 2 ≠ 0 := by
    intro h0
    rw [h0, mul_zero] at hD
    exact (denominator_pos hw hW _).ne' hD
  have aux : ∀ E : ℝ, E ≠ 0 →
      1 / E = w ^ 2 / (2 * W) * (2 * W * w ^ 2 / (w ^ 4 * E)) := by
    intro E hE
    field_simp
  rw [(lineShape_formula hw hW _).2, hD]
  exact aux _ hE

end

end MoessbauerFlippingField
```

```lean
#print axioms MoessbauerFlippingField.central_maximum_iff
#print axioms MoessbauerFlippingField.central_maximum_strict
#print axioms MoessbauerFlippingField.split_peaks
#print axioms MoessbauerFlippingField.motional_narrowing
```

```
'MoessbauerFlippingField.central_maximum_iff' depends on axioms: [propext, Classical.choice, Quot.sound]
'MoessbauerFlippingField.central_maximum_strict' depends on axioms: [propext, Classical.choice, Quot.sound]
'MoessbauerFlippingField.split_peaks' depends on axioms: [propext, Classical.choice, Quot.sound]
'MoessbauerFlippingField.motional_narrowing' depends on axioms: [propext, Classical.choice, Quot.sound]
```

## How the resolvent is evaluated in Lean

`det_spectralMatrix` expands the $2\times2$ determinant. The `linear_combination` step then supplies $i^2=-1$, multiplied by $x^2-w^2$, which is where the real part of the determinant comes from. `denominator_pos` proves $D(x)>0$ with the same two cases as above, $x=0$ and $x\neq0$.

The first half of `lineShape_formula` supposes that the determinant vanishes. Its real and imaginary parts then give $w^2-x^2=0$ and $2Wx=0$, hence $D(x)=0$, which contradicts `denominator_pos`.

The second half writes the inverse as the adjugate divided by the determinant. The `generalize` step replaces the determinant by a single letter `d` while the entries are added, and the result `hsum` is the fraction with numerator $2W+ix$. `Complex.div_re` takes its real part, and the final `ring` calls identify the numerator as $2Ww^2$ and the denominator as $D(x)$.

## How the peak statements are proved

In `central_maximum_iff`, the auxiliary statement `key` turns each comparison of intensities into the reversed comparison of denominators. For the forward direction, Lean assumes that $w^2\le 2W^2$ fails and applies the supposed central maximum at $\sqrt{w^2-2W^2}$. After the square of the root has been simplified, the inequality would require $s^2\le0$, and `nlinarith` refutes it with the positive square supplied by `pow_pos hs 2`. For the reverse direction, `nlinarith` receives the two nonnegative quantities $x^4$ and $x^2(2W^2-w^2)$ from the expansion of $D(x)-D(0)$.

`central_maximum_strict` follows the same expansion but uses $x^2\cdot x^2>0$, so the comparison becomes strict.

In `split_peaks`, `hpeak` rewrites the peak height with the numerator $2Ww^2$, and `hsq` is the completed square. Three goals remain. The upper bound follows because a square is nonnegative. If the bound is attained, cancelling the common numerator leaves $(x^2-s)^2=0$, hence $x^2=s$. Conversely, inserting $x^2=s$ removes the square and gives equality.

## How the limit is taken

`motional_narrowing` first shows in `hg` that $wy/(2W)$ tends to zero. `hc` states that $t\mapsto 1/\big((1-t^2)^2+y^2\big)$ is continuous at $t=0$; the denominator there is $1+y^2>0$. Composing the two facts gives the limit of the simplified expression.

It remains to identify that expression with the scaled line shape. Since only large $W$ matters, `filter_upwards` allows the proof to assume $W>0$. The identity `hD` extracts the factor $w^4$ from the denominator, `hE` shows that the remaining bracket is nonzero, and `aux` cancels the prefactors while treating that bracket as one number `E`.
